# On a finite-dimensional space, antiunitary symmetries of an irreducible set agree up to a phase and share the sign of their square

**Q:** You treat time reversal as an abstract map that conjugates scalars, not as a matrix times complex conjugation $K$. What does that choice change?

**A:** It removes the basis. An antilinear $T$ satisfies $T(cx)=\bar c\,Tx$, which the type `V →ₛₗ[starRingEnd ℂ] V` encodes.

In Lean 4 with Mathlib:

```lean
import Mathlib

open scoped InnerProductSpace ComplexConjugate

namespace AntiunitarySymmetry

noncomputable section

/-- Antilinear operators on a complex vector space. -/
abbrev Antilinear (V : Type*) [AddCommGroup V] [Module ℂ V] := V →ₛₗ[starRingEnd ℂ] V
```

In a fixed orthonormal basis I could have written $T=MK$ with $M$ a unitary matrix. The theorem would then say that $M$ is unique up to a phase and that its transpose is $M$ or $-M$, but a change of basis would alter $M$ by a rule different from the one for linear operators.

**Q:** And antiunitarity?

**A:** It is $\langle Tx,Ty\rangle=\langle y,x\rangle$, with the inner product conjugate-linear in its first slot. Invertibility need not be assumed: $T$ preserves norms, and the theorems are in finite dimension.

```lean
variable {V : Type*} [NormedAddCommGroup V] [InnerProductSpace ℂ V]

/-- An antilinear operator is antiunitary if it turns every inner product into its conjugate. -/
def IsAntiunitary (T : Antilinear V) : Prop := ∀ x y : V, ⟪T x, T y⟫_ℂ = ⟪y, x⟫_ℂ
```

**Q:** The title speaks of an irreducible set; call it $S$. Is it the Hamiltonian?

**A:** Not usually. On a nonzero space, a single operator is irreducible only in dimension one. Think of $S$ as the matrices of a symmetry group acting on one energy level. It may be any set of linear operators, provided that the only subspaces invariant under all of them are zero and the whole space $V$. Commutation means $TA=AT$ for each $A\in S$.

```lean
/-- The antilinear operator `T` commutes with every operator in `S`. -/
def CommutesWith (S : Set (V →ₗ[ℂ] V)) (T : Antilinear V) : Prop :=
  ∀ A ∈ S, ∀ x, T (A x) = A (T x)

/-- The operators in `S` have no common invariant subspace except zero and the whole space. -/
def IsIrreducible (S : Set (V →ₗ[ℂ] V)) : Prop :=
  ∀ W : Submodule ℂ V, (∀ A ∈ S, ∀ x ∈ W, A x ∈ W) → W = ⊥ ∨ W = ⊤
```

**Q:** Show me how irreducibility fixes anything about $T$.

**A:** First, setting $y=x$ in the antiunitarity condition gives $\|Tx\|=\|x\|$.

```lean
/-- An antiunitary operator preserves the norm of every state. -/
theorem IsAntiunitary.norm_map {T : Antilinear V} (hT : IsAntiunitary T) (x : V) :
    ‖T x‖ = ‖x‖ := by
  rw [norm_eq_sqrt_re_inner (𝕜 := ℂ) (T x), hT x x, ← norm_eq_sqrt_re_inner (𝕜 := ℂ) x]
```

Next comes Schur's lemma. Let a linear $B$ commute with $S$. Since $V$ is complex, nonzero and finite-dimensional, $B$ has an eigenvalue $b$. If $By=by$, then $B(Ay)=A(By)=b\,Ay$, so the eigenspace is invariant under $S$. It is not zero, hence it is all of $V$, and $B=b$.

```lean
/-- Schur's lemma: a linear operator commuting with an irreducible set is a scalar. -/
theorem schur [FiniteDimensional ℂ V] [Nontrivial V] {S : Set (V →ₗ[ℂ] V)}
    (hS : IsIrreducible S) (B : V →ₗ[ℂ] V) (hB : ∀ A ∈ S, ∀ x, B (A x) = A (B x)) :
    ∃ b : ℂ, ∀ x, B x = b • x := by
  obtain ⟨b, hb⟩ := Module.End.exists_eigenvalue B
  refine ⟨b, fun x => ?_⟩
  -- the eigenspace is invariant under all of `S`
  have hinv := hS (Module.End.eigenspace B b) (fun A hA y hy => by
    rw [Module.End.mem_eigenspace_iff] at hy ⊢
    rw [hB A hA, hy, map_smul])
  rcases hinv with h | h
  · exact absurd h hb
  · have hx : x ∈ Module.End.eigenspace B b := by
      rw [h]
      exact Submodule.mem_top
    exact Module.End.mem_eigenspace_iff.mp hx
```

**Q:** But $T$ isn't linear.

**A:** A product of two antilinear maps is: $T(U(cx))=T(\bar c\,Ux)=c\,TUx$. If $T$ and $U$ both commute with $S$, so does $TU$, and it is therefore a scalar. The code packages the product as the linear map `B` and applies `schur`.

```lean
/-- The product of two antilinear operators commuting with an irreducible set is a scalar. -/
theorem product_scalar [FiniteDimensional ℂ V] [Nontrivial V] {S : Set (V →ₗ[ℂ] V)}
    (hS : IsIrreducible S) {T U : Antilinear V} (hT : CommutesWith S T)
    (hU : CommutesWith S U) : ∃ b : ℂ, ∀ x, T (U x) = b • x := by
  -- two conjugations cancel, so the product is linear
  let B : V →ₗ[ℂ] V :=
    { toFun := fun x => T (U x)
      map_add' := fun x y => by rw [map_add, map_add]
      map_smul' := fun c x => by
        rw [LinearMap.map_smulₛₗ, LinearMap.map_smulₛₗ, Complex.conj_conj, RingHom.id_apply] }
  exact schur hS B (fun A hA x => by
    change T (U (A x)) = A (T (U x))
    rw [hU A hA, hT A hA])
```

**Q:** Why must $T^2$ be a sign and not some other phase?

**A:** Write $T^2=b$. Norm preservation gives $|b|=1$. Now compute $T^3x$ in two ways, for $x\neq0$:

$$T(T^2x)=\bar b\,Tx,\qquad T^2(Tx)=b\,Tx.$$

Since $Tx\ne0$, $b$ is real, so $b^2=b\bar b=1$ and $b=\pm1$. These are `hn`, `hr` and `hsq` below.

```lean
/-- An antiunitary operator commuting with an irreducible set has square `+1` or `-1`. -/
theorem square_sign [FiniteDimensional ℂ V] [Nontrivial V] {S : Set (V →ₗ[ℂ] V)}
    (hS : IsIrreducible S) {T : Antilinear V} (hT : IsAntiunitary T)
    (hTS : CommutesWith S T) : (∀ x, T (T x) = x) ∨ (∀ x, T (T x) = -x) := by
  obtain ⟨b, hb⟩ := product_scalar hS hTS hTS
  obtain ⟨x, hx⟩ := exists_ne (0 : V)
  have hx' : ‖x‖ ≠ 0 := norm_ne_zero_iff.mpr hx
  have hTx : T x ≠ 0 := by
    rw [← norm_ne_zero_iff, hT.norm_map]
    exact hx'
  have hn : ‖b‖ = 1 := by
    have h : ‖b‖ * ‖x‖ = 1 * ‖x‖ := by
      rw [← norm_smul, ← hb, hT.norm_map, hT.norm_map, one_mul]
    exact mul_right_cancel₀ hx' h
  -- associativity of `T T T` makes the scalar real
  have hr : conj b = b := by
    have h : conj b • T x = b • T x := by
      rw [← LinearMap.map_smulₛₗ, ← hb x, hb (T x)]
    exact smul_left_injective ℂ hTx h
  have hsq : b * b = 1 := by
    have h := Complex.mul_conj b
    rw [hr, Complex.normSq_eq_norm_sq, hn] at h
    simpa using h
  rcases mul_self_eq_one_iff.mp hsq with h | h
  · left
    intro y
    rw [hb, h, one_smul]
  · right
    intro y
    rw [hb, h, neg_one_smul]
```

**Q:** Could a second antiunitary symmetry $U$ have the other sign?

**A:** No. Let $TU=a$ and $T^2=\varepsilon=\pm1$. Applying $T$ to $TUx=ax$ gives $\varepsilon Ux=\bar a\,Tx$, so $U=cT$ with $c=\varepsilon\bar a$. Comparing norms gives $|c|=1$. Then

$$U^2x=cT(cTx)=c\bar c\,T^2x=T^2x.$$

The proof finds `c` separately for each sign, and `hUU` is the last display.

```lean
/-- Two antiunitary operators commuting with an irreducible set differ by a unit scalar,
and their squares are both `+1` or both `-1`. -/
theorem antiunitary_unique [FiniteDimensional ℂ V] [Nontrivial V] {S : Set (V →ₗ[ℂ] V)}
    (hS : IsIrreducible S) {T U : Antilinear V} (hT : IsAntiunitary T) (hU : IsAntiunitary U)
    (hTS : CommutesWith S T) (hUS : CommutesWith S U) :
    (∃ c : ℂ, ‖c‖ = 1 ∧ ∀ x, U x = c • T x) ∧
      ((∀ x, T (T x) = x ∧ U (U x) = x) ∨ (∀ x, T (T x) = -x ∧ U (U x) = -x)) := by
  obtain ⟨a, ha⟩ := product_scalar hS hTS hUS
  have hsign := square_sign hS hT hTS
  -- apply `T` to `T U = a` and use `T² = ±1`
  have hc : ∃ c : ℂ, ∀ x, U x = c • T x := by
    rcases hsign with h | h
    · exact ⟨conj a, fun x => by rw [← LinearMap.map_smulₛₗ, ← ha, h]⟩
    · exact ⟨-conj a, fun x => by
        rw [neg_smul, ← LinearMap.map_smulₛₗ, ← ha, h, neg_neg]⟩
  obtain ⟨c, hc⟩ := hc
  obtain ⟨x, hx⟩ := exists_ne (0 : V)
  have hn : ‖c‖ = 1 := by
    have h : ‖c‖ * ‖x‖ = 1 * ‖x‖ := by
      rw [← hT.norm_map x, ← norm_smul, ← hc, hU.norm_map, hT.norm_map, one_mul]
    exact mul_right_cancel₀ (norm_ne_zero_iff.mpr hx) h
  -- the phase cancels in the square
  have hUU : ∀ y, U (U y) = T (T y) := fun y => by
    rw [hc (U y), hc y, LinearMap.map_smulₛₗ, smul_smul, Complex.mul_conj,
      Complex.normSq_eq_norm_sq, hn]
    simp
  refine ⟨⟨c, hn, hc⟩, ?_⟩
  rcases hsign with h | h
  · exact Or.inl fun y => ⟨h y, (hUU y).trans (h y)⟩
  · exact Or.inr fun y => ⟨h y, (hUU y).trans (h y)⟩
```

**Q:** Does every phase occur?

**A:** Yes. If $|c|=1$, then $\langle cTx,cTy\rangle=\bar c c\langle Tx,Ty\rangle=\langle y,x\rangle$, and $cTAx=A(cTx)$. This is the reverse direction of the next theorem. Both theorems take $T$ as given; an irreducible set may have no antiunitary symmetry.

```lean
/-- Given one antiunitary symmetry `T` of an irreducible set, the antiunitary symmetries are
exactly the unit scalar multiples of `T`. -/
theorem antiunitary_symmetry_iff [FiniteDimensional ℂ V] [Nontrivial V]
    {S : Set (V →ₗ[ℂ] V)} (hS : IsIrreducible S) {T : Antilinear V} (hT : IsAntiunitary T)
    (hTS : CommutesWith S T) (U : Antilinear V) :
    (IsAntiunitary U ∧ CommutesWith S U) ↔ ∃ c : ℂ, ‖c‖ = 1 ∧ ∀ x, U x = c • T x := by
  constructor
  · rintro ⟨hU, hUS⟩
    exact (antiunitary_unique hS hT hU hTS hUS).1
  · rintro ⟨c, hn, hc⟩
    refine ⟨fun x y => ?_, fun A hA x => ?_⟩
    · have h : c * conj c = 1 := by
        rw [Complex.mul_conj, Complex.normSq_eq_norm_sq, hn]
        simp
      rw [hc, hc, inner_smul_left, inner_smul_right, hT x y]
      linear_combination ⟪y, x⟫_ℂ * h
    · rw [hc, hc, hTS A hA, map_smul]
```

**Q:** Do both signs really occur? And doesn't time reversal flip spin, instead of commuting with it?

**A:** It anticommutes with $\sigma_x$ and $\sigma_z$, so it commutes with $i\sigma_x$ and $i\sigma_z$, because it also flips $i$. The definitions carry a prefactor $p$ to cover both cases.

```lean
/-- Two-component spinors. -/
abbrev Spinor := EuclideanSpace ℂ (Fin 2)

/-- The Pauli matrix `σx` times the number `p`. -/
def pauliX (p : ℂ) : Spinor →ₗ[ℂ] Spinor where
  toFun x := !₂[p * x 1, p * x 0]
  map_add' x y := by ext i; fin_cases i <;> simp [mul_add]
  map_smul' c x := by ext i; fin_cases i <;> simp [mul_left_comm]

/-- The Pauli matrix `σz` times the number `p`. -/
def pauliZ (p : ℂ) : Spinor →ₗ[ℂ] Spinor where
  toFun x := !₂[p * x 0, -(p * x 1)]
  map_add' x y := by ext i; fin_cases i <;> simp [mul_add, add_comm]
  map_smul' c x := by ext i; fin_cases i <;> simp [mul_left_comm]

/-- Complex conjugation of both spinor components. -/
def conjugation : Antilinear Spinor where
  toFun x := !₂[conj (x 0), conj (x 1)]
  map_add' x y := by ext i; fin_cases i <;> simp
  map_smul' c x := by ext i; fin_cases i <;> simp

/-- Time reversal of a spin one-half: conjugate, exchange the components, flip one sign. -/
def spinReversal : Antilinear Spinor where
  toFun x := !₂[-conj (x 1), conj (x 0)]
  map_add' x y := by ext i; fin_cases i <;> simp [add_comm]
  map_smul' c x := by ext i; fin_cases i <;> simp
```

For irreducibility, take a nonzero $v=(v_0,v_1)$ in an invariant subspace. If $v_0=0$, apply $p\sigma_x$ first. With $v_0\ne0$, $v+p^{-1}(p\sigma_z)v=(2v_0,0)$, and $p\sigma_x$ sends this to the other basis direction, so the subspace is everything.

```lean
/-- For nonzero `p`, the operators `p σx` and `p σz` form an irreducible set on spinors. -/
theorem pauli_irreducible {p : ℂ} (hp : p ≠ 0) : IsIrreducible {pauliX p, pauliZ p} := by
  intro W hW
  have hX : ∀ v ∈ W, pauliX p v ∈ W := hW _ (by simp)
  have hZ : ∀ v ∈ W, pauliZ p v ∈ W := hW _ (by simp)
  -- a vector with nonzero upper component generates everything
  have key : ∀ v ∈ W, v 0 ≠ 0 → W = ⊤ := by
    intro v hv h0
    have hu : (!₂[2 * v 0, 0] : Spinor) ∈ W := by
      have h : (!₂[2 * v 0, 0] : Spinor) = v + p⁻¹ • pauliZ p v := by
        ext i; fin_cases i <;> simp [pauliZ, hp]
        ring
      rw [h]
      exact W.add_mem hv (W.smul_mem _ (hZ v hv))
    refine (Submodule.eq_top_iff').mpr fun y => ?_
    have h : y = (y 0 / (2 * v 0)) • (!₂[2 * v 0, 0] : Spinor)
        + (y 1 / (p * (2 * v 0))) • pauliX p !₂[2 * v 0, 0] := by
      ext i; fin_cases i <;> simp [pauliX] <;> field_simp
    rw [h]
    exact W.add_mem (W.smul_mem _ hu) (W.smul_mem _ (hX _ hu))
  by_cases hbot : W = ⊥
  · exact Or.inl hbot
  · right
    obtain ⟨x, hxW, hx⟩ := Submodule.exists_mem_ne_zero_of_ne_bot hbot
    by_cases h0 : x 0 = 0
    · have h1 : x 1 ≠ 0 := fun h1 => hx (by ext i; fin_cases i <;> simp [h0, h1])
      exact key _ (hX x hxW) (by simp [pauliX, hp, h1])
    · exact key x hxW h0
```

Conjugation commutes with the real matrices $\sigma_x,\sigma_z$ and squares to $+1$.

```lean
/-- Complex conjugation is an antiunitary symmetry of the irreducible set `σx, σz`, with
square `+1`. -/
theorem square_plus_witness :
    IsIrreducible {pauliX 1, pauliZ 1} ∧ IsAntiunitary conjugation ∧
      CommutesWith {pauliX 1, pauliZ 1} conjugation ∧
      ∀ x, conjugation (conjugation x) = x := by
  refine ⟨pauli_irreducible one_ne_zero, fun x y => ?_, ?_, fun x => ?_⟩
  · simp [conjugation, PiLp.inner_apply, Fin.sum_univ_two]
    ring
  · rintro A (rfl | rfl) x <;> ext i <;> fin_cases i <;>
      simp [conjugation, pauliX, pauliZ]
  · ext i; fin_cases i <;> simp [conjugation]
```

Spin reversal sends $(x_0,x_1)$ to $(-\bar x_1,\bar x_0)$; doing it twice gives $(-x_0,-x_1)$. The remaining conditions are checked component by component.

```lean
/-- Spin one-half time reversal is an antiunitary symmetry of the irreducible set
`i σx, i σz`, with square `-1`. -/
theorem square_minus_witness :
    IsIrreducible {pauliX Complex.I, pauliZ Complex.I} ∧ IsAntiunitary spinReversal ∧
      CommutesWith {pauliX Complex.I, pauliZ Complex.I} spinReversal ∧
      ∀ x, spinReversal (spinReversal x) = -x := by
  refine ⟨pauli_irreducible Complex.I_ne_zero, fun x y => ?_, ?_, fun x => ?_⟩
  · simp [spinReversal, PiLp.inner_apply, Fin.sum_univ_two]
    ring
  · rintro A (rfl | rfl) x <;> ext i <;> fin_cases i <;>
      simp [spinReversal, pauliX, pauliZ]
  · ext i; fin_cases i <;> simp [spinReversal]

end

end AntiunitarySymmetry
```

```lean
#print axioms AntiunitarySymmetry.antiunitary_symmetry_iff
```

```
'AntiunitarySymmetry.antiunitary_symmetry_iff' depends on axioms: [propext, Classical.choice, Quot.sound]
```

**Q:** Where would I meet this in a calculation?

**A:** When classifying a finite-dimensional level that carries an irreducible representation: the sign $-1$, the one behind Kramers degeneracy, cannot be removed by rephasing $T$. In code, write the operators $A\in S$ as matrices in an orthonormal basis and solve the linear equations $M\bar A=AM$ for all of them. If an antiunitary symmetry exists, the solution is unique up to a factor. Scale a nonzero solution to be unitary and read the sign from $M\bar M=\pm1$; the arbitrary phase returned by the solver has no effect. This is the sign of physical time reversal when time reversal maps the level to itself and commutes with $S$.
